# Hellmann-Feynman theorem for the zero-point interaction energy of two coupled oscillators

The theorem `hellmann_feynman` concerns two harmonic oscillators of unit mass and frequency `w > 0` at distance `R`, in units with `ħ = 1`. Their displacements `x` and `y` are coupled by the potential `w² k x y`, where `k = c / R³` is dimensionless and `|c| < R³`. The in-phase and out-of-phase modes have coordinates `(x + y)/√2` and `(x - y)/√2`. The theorem states that the interaction energy, which is the zero-point energy of the two coupled modes minus that of the free pair, has a derivative in `R` equal to `w² k'(R)` times half the difference of the mean squares of these two coordinates, in-phase minus out-of-phase. The means are taken in Gaussian ground states that are not normalised, so each is divided by the integral of the squared wavefunction. The proof takes the derivative already computed in `hasDerivAt_energy` and sets out to match it to the stated one by replacing the mean square of each mode, of frequency `ω`, with `1/(2ω)` and finishing with algebra.

In Lean, a first try:

```lean
import Mathlib

open Filter Topology MeasureTheory

namespace HellmannFeynman

noncomputable section

/-- Dimensionless coupling `k = c / R³` of two oscillators at distance `R ≠ 0`. -/
def coupling (c R : ℝ) : ℝ := c / R ^ 3

/-- Frequency of the in-phase mode, for `0 ≤ w` and `-1 ≤ k`. -/
def freqPlus (w k : ℝ) : ℝ := w * √(1 + k)

/-- Frequency of the out-of-phase mode, for `0 ≤ w` and `k ≤ 1`. -/
def freqMinus (w k : ℝ) : ℝ := w * √(1 - k)

/-- Zero-point energy of the two coupled modes minus that of two free oscillators, for `0 ≤ w`,
`|c| ≤ R³` and `R ≠ 0`. -/
def interactionEnergy (w c R : ℝ) : ℝ :=
  (freqPlus w (coupling c R) + freqMinus w (coupling c R)) / 2 - w

/-- Gaussian wavefunction (not normalised) of a mode of frequency `ω`. -/
def gaussianState (ω q : ℝ) : ℝ := Real.exp (-(ω / 2) * q ^ 2)

/-- Mean of `q²` in the Gaussian state of a mode of frequency `ω > 0`. -/
def meanSquare (ω : ℝ) : ℝ :=
  (∫ q, q ^ 2 * gaussianState ω q ^ 2) / ∫ q, gaussianState ω q ^ 2

/-- The mean square displacement of a mode of frequency `ω > 0` is `1/(2ω)`. -/
theorem meanSquare_eq {ω : ℝ} (hω : 0 < ω) : meanSquare ω = 1 / (2 * ω) := by
  have hsq : ∀ q, gaussianState ω q ^ 2 = Real.exp (-ω * q ^ 2) := by
    intro q
    rw [gaussianState, sq (Real.exp _), ← Real.exp_add]
    congr 1
    ring
  have h0 : Integrable (fun q : ℝ => Real.exp (-ω * q ^ 2)) := integrable_exp_neg_mul_sq hω
  have h2 : Integrable (fun q : ℝ => q ^ 2 * Real.exp (-ω * q ^ 2)) := by
    simpa using integrable_rpow_mul_exp_neg_mul_sq hω (s := 2) (by norm_num)
  have hd : ∀ q : ℝ, HasDerivAt (fun x : ℝ => x * Real.exp (-ω * x ^ 2))
      (Real.exp (-ω * q ^ 2) - 2 * ω * (q ^ 2 * Real.exp (-ω * q ^ 2))) q := by
    intro q
    have hp : HasDerivAt (fun y : ℝ => y ^ 2) (2 * q) q := by simpa using hasDerivAt_pow 2 q
    exact ((hasDerivAt_id' q).fun_mul (hp.const_mul (-ω)).exp).congr_deriv (by ring)
  -- the integral of a total derivative vanishes
  have hz := integral_eq_zero_of_hasDerivAt_of_integrable hd
    (h0.sub (h2.const_mul (2 * ω))) (integrable_mul_exp_neg_mul_sq hω)
  rw [integral_sub h0 (h2.const_mul (2 * ω)), integral_const_mul] at hz
  have hpos : 0 < ∫ q : ℝ, Real.exp (-ω * q ^ 2) := by
    rw [integral_gaussian]
    positivity
  simp only [meanSquare, hsq]
  rw [div_eq_div_iff hpos.ne' (by positivity)]
  linear_combination -hz

lemma root_facts {c R : ℝ} (h : |c| < R ^ 3) :
    0 < R ∧ 0 < √(1 + coupling c R) ∧ 0 < √(1 - coupling c R) ∧
      √(1 + coupling c R) ^ 2 = 1 + coupling c R ∧
      √(1 - coupling c R) ^ 2 = 1 - coupling c R := by
  have h3 : 0 < R ^ 3 := (abs_nonneg c).trans_lt h
  have hR : 0 < R := by
    by_contra hn
    nlinarith [mul_nonneg (neg_nonneg.2 (not_lt.1 hn)) (sq_nonneg R)]
  have hk : |coupling c R| < 1 := by
    rw [coupling, abs_div, abs_of_pos h3, div_lt_one h3]
    exact h
  obtain ⟨h1, h2⟩ := abs_lt.mp hk
  exact ⟨hR, Real.sqrt_pos.2 (by linarith), Real.sqrt_pos.2 (by linarith),
    Real.sq_sqrt (by linarith), Real.sq_sqrt (by linarith)⟩

lemma hasDerivAt_coupling (c : ℝ) {R : ℝ} (hR : 0 < R) :
    HasDerivAt (coupling c) (-3 * c / R ^ 4) R := by
  have h3 : HasDerivAt (fun x : ℝ => x ^ 3) (3 * R ^ 2) R := by simpa using hasDerivAt_pow 3 R
  have h := (hasDerivAt_const R c).fun_div h3 (by positivity)
  refine h.congr_deriv ?_
  rw [div_eq_div_iff (by positivity) (by positivity)]
  ring

lemma hasDerivAt_energy (w : ℝ) {c R : ℝ} (h : |c| < R ^ 3) :
    HasDerivAt (interactionEnergy w c) (w * (-3 * c / R ^ 4) / 4 *
      (1 / √(1 + coupling c R) - 1 / √(1 - coupling c R))) R := by
  obtain ⟨hR, hs, ht, -, -⟩ := root_facts h
  have hk := hasDerivAt_coupling c hR
  have h1 := (hk.const_add 1).sqrt (Real.sqrt_pos.1 hs).ne'
  have h2 := (hk.const_sub 1).sqrt (Real.sqrt_pos.1 ht).ne'
  have h3 := (((h1.const_mul w).fun_add (h2.const_mul w)).div_const 2).sub_const w
  exact h3.congr_deriv (by ring)

/-- Hellmann-Feynman theorem for the pair, for `w > 0` and `|c| < R³`: `E'(R)` is the mean of
`∂V/∂R = w² k'(R) x y`, with `x y = (p² - m²)/2` averaged in the Gaussian states of the modes. -/
theorem hellmann_feynman {w c R : ℝ} (hw : 0 < w) (h : |c| < R ^ 3) :
    HasDerivAt (interactionEnergy w c) (w ^ 2 * deriv (coupling c) R *
      ((meanSquare (freqPlus w (coupling c R)) - meanSquare (freqMinus w (coupling c R))) / 2))
      R := by
  obtain ⟨hR, hs, ht, -, -⟩ := root_facts h
  refine (hasDerivAt_energy w h).congr_deriv ?_
  rw [(hasDerivAt_coupling c hR).deriv, meanSquare_eq (mul_pos hw hs),
    meanSquare_eq (mul_pos hw ht), freqPlus, freqMinus]
  generalize √(1 + coupling c R) = s
  generalize √(1 - coupling c R) = t
  generalize -3 * c / R ^ 4 = a
  have hw1 : w * w⁻¹ = 1 := mul_inv_cancel₀ hw.ne'
  linear_combination (-(w * a / 4 * (s⁻¹ - t⁻¹))) * hw1

end

end HellmannFeynman
```

The compiler's answer:

```
Main.lean:97:40: error: Tactic `rewrite` failed: Did not find an occurrence of the pattern
  meanSquare (w * √(1 + coupling c R))
in the target expression
  w * (-3 * c / R ^ 4) / 4 * (1 / √(1 + coupling c R) - 1 / √(1 - coupling c R)) =
    w ^ 2 * (-3 * c / R ^ 4) * ((meanSquare (freqPlus w (coupling c R)) - meanSquare (freqMinus w (coupling c R))) / 2)

w c R : ℝ
hw : 0 < w
h : |c| < R ^ 3
hR : 0 < R
hs : 0 < √(1 + coupling c R)
ht : 0 < √(1 - coupling c R)
⊢ w * (-3 * c / R ^ 4) / 4 * (1 / √(1 + coupling c R) - 1 / √(1 - coupling c R)) =
    w ^ 2 * (-3 * c / R ^ 4) * ((meanSquare (freqPlus w (coupling c R)) - meanSquare (freqMinus w (coupling c R))) / 2)
```

What went wrong. The error is one of order within the `rw`. The term `mul_pos hw hs` proves `0 < w * √(1 + coupling c R)`, so `meanSquare_eq (mul_pos hw hs)` rewrites `meanSquare (w * √(1 + coupling c R))`. At that point the goal still has `meanSquare (freqPlus w (coupling c R))`. The two are equal by the definition of `freqPlus`, but `rw` does not unfold an ordinary definition such as this when it looks for its pattern, so it finds no occurrence. The steps that would have unfolded `freqPlus` and `freqMinus` stood at the end of the list and were never reached.

The repair moves these two steps ahead of both uses of `meanSquare_eq`. The arguments of `meanSquare` then appear as explicit products of `w` and a square root, and both rewrites find their patterns. The second, for the out-of-phase mode, needs `freqMinus` unfolded for the same reason.

The repair, with which the file compiles:

```diff
@@ -95,6 +95,6 @@
   obtain ⟨hR, hs, ht, -, -⟩ := root_facts h
   refine (hasDerivAt_energy w h).congr_deriv ?_
-  rw [(hasDerivAt_coupling c hR).deriv, meanSquare_eq (mul_pos hw hs),
-    meanSquare_eq (mul_pos hw ht), freqPlus, freqMinus]
+  rw [(hasDerivAt_coupling c hR).deriv, freqPlus, freqMinus, meanSquare_eq (mul_pos hw hs),
+    meanSquare_eq (mul_pos hw ht)]
   generalize √(1 + coupling c R) = s
   generalize √(1 - coupling c R) = t
```
